# The variance of a combination of energies and slopes under a squared-exponential covariance, as a weighted sum of squared mode amplitudes

The declaration `hasSum_variance` concerns energies and their slopes at finitely many points on a line, with a squared-exponential covariance of unit variance and unit length scale, and no noise term. For any real coefficients `v`, the variance of the corresponding combination is the quadratic form of `v` with the joint covariance matrix. The theorem says that this number is the sum of a convergent series, whose `m`-th term is the square of the mode amplitude `mode x v m` divided by `m!`. This amplitude is the same combination taken of the values and slopes of the function `x^m exp(-x²/2)`. The attempt takes the series for a pair of points from `hasSum_pair`, multiplies it by two Gaussian factors and sums over all pairs. It then uses `convert` to match the result with the claim, term by term and in the total.

As first written in Lean, the proof fails:

```lean
import Mathlib

open Matrix Polynomial

namespace EnergyForceRegression

noncomputable section

variable {ι : Type*}

/-- The squared-exponential covariance of the energies at two points, with unit length scale. -/
def kern (x y : ℝ) : ℝ := Real.exp (-(x - y) ^ 2 / 2)

/-- The joint covariance matrix of energies (first block) and slopes (second block). -/
def jointCov (x : ι → ℝ) : Matrix (ι ⊕ ι) (ι ⊕ ι) ℝ :=
  Matrix.fromBlocks
    (Matrix.of fun i j => kern (x i) (x j))
    (Matrix.of fun i j => (x i - x j) * kern (x i) (x j))
    (Matrix.of fun i j => -(x i - x j) * kern (x i) (x j))
    (Matrix.of fun i j => (1 - (x i - x j) ^ 2) * kern (x i) (x j))

variable [Fintype ι]

/-- The amplitude of the `m`-th monomial mode in a combination `v` of energies and slopes. -/
def mode (x : ι → ℝ) (v : ι ⊕ ι → ℝ) (m : ℕ) : ℝ :=
  ∑ i, Real.exp (-(x i) ^ 2 / 2) *
    ((v (.inl i) - v (.inr i) * x i) * x i ^ m + v (.inr i) * (m * x i ^ (m - 1)))

/-- The exponential series, summed for a pair of points that each carry a value coefficient
and a slope coefficient. -/
theorem hasSum_pair (x y c b c' b' : ℝ) :
    HasSum (fun m : ℕ => (c * x ^ m + b * (m * x ^ (m - 1))) *
        (c' * y ^ m + b' * (m * y ^ (m - 1))) / (m.factorial : ℝ))
      (((c + b * y) * (c' + b' * x) + b * b') * Real.exp (x * y)) := by
  have E (u : ℝ) : HasSum (fun m : ℕ => u ^ m / (m.factorial : ℝ)) (Real.exp u) := by
    rw [Real.exp_eq_exp_ℝ]
    exact NormedSpace.expSeries_div_hasSum_exp u
  have shift (g : ℕ → ℝ) (s : ℝ) (h0 : g 0 = 0) (h : HasSum (fun m => g (m + 1)) s) :
      HasSum g s := by
    rw [← hasSum_nat_add_iff' 1]
    simpa [h0] using h
  have hf (m : ℕ) : ((m + 1 : ℕ) : ℝ) / ((m + 1).factorial : ℝ) = 1 / (m.factorial : ℝ) := by
    rw [Nat.factorial_succ, Nat.cast_mul, div_mul_eq_div_div,
      div_self (Nat.cast_ne_zero.mpr (Nat.succ_ne_zero m))]
  -- series with one differentiated factor
  have A (x y : ℝ) : HasSum (fun m : ℕ => (m : ℝ) / (m.factorial : ℝ) * (x ^ m * y ^ (m - 1)))
      (x * Real.exp (x * y)) := by
    refine shift _ _ (by simp) ?_
    convert (E (x * y)).mul_left x using 1
    · rfl
    funext m
    simp only [hf, Nat.add_sub_cancel]
    ring
  have D (u : ℝ) : HasSum (fun m : ℕ => (m : ℝ) / (m.factorial : ℝ) * u ^ m)
      (u * Real.exp u) := by
    refine shift _ _ (by simp) ?_
    convert (E u).mul_left u using 1
    · rfl
    funext m
    simp only [hf]
    ring
  -- series with both factors differentiated
  have B : HasSum (fun m : ℕ => (m : ℝ) / (m.factorial : ℝ) *
      (m * (x ^ (m - 1) * y ^ (m - 1)))) (x * y * Real.exp (x * y) + Real.exp (x * y)) := by
    refine shift _ _ (by simp) ?_
    convert (D (x * y)).add (E (x * y)) using 1
    funext m
    simp only [hf, Nat.add_sub_cancel]
    push_cast
    ring
  have A' := A y x
  rw [mul_comm y x] at A'
  convert ((((E (x * y)).mul_left (c * c')).add ((A x y).mul_left (c * b'))).add
    (A'.mul_left (b * c'))).add (B.mul_left (b * b')) using 1
  · rfl
  · funext m
    ring
  · ring

/-- The variance of any combination of energies and slopes is a convergent sum of squared
mode amplitudes, each divided by a factorial. -/
theorem hasSum_variance (x : ι → ℝ) (v : ι ⊕ ι → ℝ) :
    HasSum (fun m : ℕ => mode x v m ^ 2 / (m.factorial : ℝ)) (v ⬝ᵥ jointCov x *ᵥ v) := by
  have h := hasSum_sum (s := Finset.univ) fun i (_ : i ∈ Finset.univ) =>
    hasSum_sum (s := Finset.univ) fun j (_ : j ∈ Finset.univ) =>
      (hasSum_pair (x i) (x j) (v (.inl i) - v (.inr i) * x i) (v (.inr i))
        (v (.inl j) - v (.inr j) * x j) (v (.inr j))).mul_left
        (Real.exp (-(x i) ^ 2 / 2) * Real.exp (-(x j) ^ 2 / 2))
  convert h using 1
  · funext m
    rw [mode, sq, Finset.sum_mul_sum, Finset.sum_div]
    refine Finset.sum_congr rfl fun i _ => ?_
    rw [Finset.sum_div]
    refine Finset.sum_congr rfl fun j _ => ?_
    ring
  · simp only [dotProduct, Matrix.mulVec, Fintype.sum_sum_type, jointCov,
      Matrix.fromBlocks_apply₁₁, Matrix.fromBlocks_apply₁₂, Matrix.fromBlocks_apply₂₁,
      Matrix.fromBlocks_apply₂₂, Matrix.of_apply]
    rw [← Finset.sum_add_distrib]
    refine Finset.sum_congr rfl fun i _ => ?_
    rw [← Finset.sum_add_distrib, ← Finset.sum_add_distrib, Finset.mul_sum, Finset.mul_sum,
      ← Finset.sum_add_distrib]
    refine Finset.sum_congr rfl fun j _ => ?_
    have hk : kern (x i) (x j) = Real.exp (-(x i) ^ 2 / 2) * Real.exp (-(x j) ^ 2 / 2) *
        Real.exp (x i * x j) := by
      rw [kern, ← Real.exp_add, ← Real.exp_add]
      congr 1
      ring
    rw [hk]
    ring

end

end EnergyForceRegression
```

The error:

```
Main.lean:90:4: error: Tactic `apply` failed: could not unify the conclusion of `@_root_.funext`
  ?f = ?g
with the goal
  Real.instAddCommMonoid =
    CommRing.toNonUnitalCommRing.toNonUnitalNonAssocCommRing.toNonUnitalNonAssocSemiring.toAddCommMonoid

Note: The full type of `@_root_.funext` is
  ∀ {α : Sort ?u.114} {β : α → Sort ?u.113} {f g : (x : α) → β x}, (∀ (x : α), f x = g x) → f = g

case e'_3
ι : Type u_1
inst✝ : Fintype ι
x : ι → ℝ
v : ι ⊕ ι → ℝ
h :
  HasSum
    (fun b =>
      ∑ i,
        ∑ i_1,
          Real.exp (-x i ^ 2 / 2) * Real.exp (-x i_1 ^ 2 / 2) *
            (((v (Sum.inl i) - v (Sum.inr i) * x i) * x i ^ b + v (Sum.inr i) * (↑b * x i ^ (b - 1))) *
                ((v (Sum.inl i_1) - v (Sum.inr i_1) * x i_1) * x i_1 ^ b + v (Sum.inr i_1) * (↑b * x i_1 ^ (b - 1))) /
              ↑b.factorial))
    (∑ i,
      ∑ i_1,
        Real.exp (-x i ^ 2 / 2) * Real.exp (-x i_1 ^ 2 / 2) *
          (((v (Sum.inl i) - v (Sum.inr i) * x i + v (Sum.inr i) * x i_1) *
                (v (Sum.inl i_1) - v (Sum.inr i_1) * x i_1 + v (Sum.inr i_1) * x i) +
              v (Sum.inr i) * v (Sum.inr i_1)) *
            Real.exp (x i * x i_1)))
⊢ Real.instAddCommMonoid =
    CommRing.toNonUnitalCommRing.toNonUnitalNonAssocCommRing.toNonUnitalNonAssocSemiring.toAddCommMonoid
Main.lean:96:4: error: `simp` made no progress
Main.lean:83:87: error: unsolved goals
case e'_6
ι : Type u_1
inst✝ : Fintype ι
x : ι → ℝ
v : ι ⊕ ι → ℝ
h :
  HasSum
    (fun b =>
      ∑ i,
        ∑ i_1,
          Real.exp (-x i ^ 2 / 2) * Real.exp (-x i_1 ^ 2 / 2) *
            (((v (Sum.inl i) - v (Sum.inr i) * x i) * x i ^ b + v (Sum.inr i) * (↑b * x i ^ (b - 1))) *
                ((v (Sum.inl i_1) - v (Sum.inr i_1) * x i_1) * x i_1 ^ b + v (Sum.inr i_1) * (↑b * x i_1 ^ (b - 1))) /
              ↑b.factorial))
    (∑ i,
      ∑ i_1,
        Real.exp (-x i ^ 2 / 2) * Real.exp (-x i_1 ^ 2 / 2) *
          (((v (Sum.inl i) - v (Sum.inr i) * x i + v (Sum.inr i) * x i_1) *
                (v (Sum.inl i_1) - v (Sum.inr i_1) * x i_1 + v (Sum.inr i_1) * x i) +
              v (Sum.inr i) * v (Sum.inr i_1)) *
            Real.exp (x i * x i_1)))
⊢ v ⬝ᵥ jointCov x *ᵥ v =
    ∑ i,
      ∑ i_1,
        Real.exp (-x i ^ 2 / 2) * Real.exp (-x i_1 ^ 2 / 2) *
          (((v (Sum.inl i) - v (Sum.inr i) * x i + v (Sum.inr i) * x i_1) *
                (v (Sum.inl i_1) - v (Sum.inr i_1) * x i_1 + v (Sum.inr i_1) * x i) +
              v (Sum.inr i) * v (Sum.inr i_1)) *
            Real.exp (x i * x i_1))
```

What went wrong. All three errors come from one goal that the proof did not provide for. Besides the equality of the terms and the equality of the totals, `convert h using 1` leaves a first goal: that two instances of the additive commutative monoid structure on `ℝ` are equal.

The proof has only two bullets, so each meets the wrong goal. The first applies `funext` to the equality of instances, which is not an equality of functions, and unification fails. The second, written for the totals, meets the equality of the terms, where its `simp only` list finds nothing to rewrite; hence "`simp` made no progress". The equality of the totals has no bullet left and is reported as unsolved.

The added `· rfl` closes the instance goal, since the two structures are equal by definition. The two existing bullets then fall on the goals they were written for, and both work unchanged.

This version goes through:

```diff
@@ -88,4 +88,5 @@
         (Real.exp (-(x i) ^ 2 / 2) * Real.exp (-(x j) ^ 2 / 2))
   convert h using 1
+  · rfl
   · funext m
     rw [mode, sq, Finset.sum_mul_sum, Finset.sum_div]
```
